# Path degeneracy from symmetry numbers and isomer numbers

An atom can abstract any of the four hydrogens of methane, so a rate constant computed for one path, without symmetry numbers, has to be multiplied by four. For CH₂FCl the two hydrogens lead to two transition states that are mirror images, and the ratio of rotational symmetry numbers, $1/1$, misses one of them. The question is which count is right in general.

Label the identical nuclei. Let $X$ be the set of labelled reactants and $Y$ the set of labelled transition states, where structures that differ only by translations and rotations of each separate molecule count as the same. The group $G$ of all permutations of identical nuclei, with and without spatial inversion, acts on both sets. Its subgroup $P$ contains the operations without inversion, called proper here. A map $f:Y\to X$ sends each transition state to its reactant.

Write $s$ for the number of operations in $P$ that fix a labelled structure, $n$ for the number of $P$-orbits, and $d$ for the number of transition states that $f$ sends to a given reactant. Suppose that operations of $G$ connect any two members of $X$ and any two members of $Y$, and that $f$ commutes with these operations. Then
$$d=\frac{s_X\,n_Y}{s_Y\,n_X}.$$

In the Lean file, $G$ is any group acting on any types `X` and `Y`. The quantities $s$, $n$ and $d$ are `symNumber`, `isomers` and `pathDegeneracy`, and `IsAchiral` says that an operation outside $P$ fixes the structure.

```lean
import Mathlib

namespace PathDegeneracy

noncomputable section

variable {G X Y : Type*} [Group G] [MulAction G X] [MulAction G Y]

/-- The symmetry number of a labelled structure: the number of operations in `P` that fix it. -/
def symNumber (P : Subgroup G) (x : X) : ℕ := Nat.card {p : P // (p : G) • x = x}

/-- The isomer number: the number of classes of labelled structures under `P`. -/
def isomers (P : Subgroup G) (X : Type*) [MulAction G X] : ℕ :=
  Nat.card (Quotient (MulAction.orbitRel P X))

/-- The path degeneracy: the number of labelled transition states that `f` assigns to the
labelled reactant `x`. -/
def pathDegeneracy (f : Y → X) (x : X) : ℕ := Nat.card {y : Y // f y = x}

/-- A labelled structure is achiral if some operation outside `P` fixes it. -/
def IsAchiral (P : Subgroup G) (x : X) : Prop := ∃ g : G, g ∉ P ∧ g • x = x
```

## Finitely many relabellings

`Finite G` holds for a molecule with finitely many nuclei, since $G$ contains only permutations and inversion. The counts of symmetries use it, and in the proofs it also makes $X$ and $Y$ finite, as images of $G$. For an infinite group the symmetry numbers can be infinite, and their ratio then has no meaning.

## Proper operations stay proper under relabelling

`P.Normal` says that $gpg^{-1}\in P$ whenever $p\in P$ and $g\in G$. If $px=x$, then $(gpg^{-1})(gx)=gx$, so conjugation carries the symmetries of $x$ injectively to those of $gx$. This is the map `c` below.

Without normality, $s$ can depend on the labelling. Let $S_3$ permute three points, with $P=\{1,(12)\}$: point 3 has $s=2$ and point 1 has $s=1$. With $Y=X$ and $f$ the identity, the formula can then give 2, although $d=1$.

```lean
/-- The symmetry number does not decrease when a structure is relabelled. -/
theorem symNumber_le_smul [Finite G] (P : Subgroup G) (hP : P.Normal) (g : G) (x : X) :
    symNumber P x ≤ symNumber P (g • x) := by
  -- conjugation by `g` carries symmetries of `x` to symmetries of `g • x`
  let c : {p : P // (p : G) • x = x} → {p : P // (p : G) • (g • x) = g • x} := fun p =>
    ⟨⟨g * p.1.1 * g⁻¹, hP.conj_mem p.1.1 p.1.2 g⟩, by
      show (g * p.1.1 * g⁻¹) • g • x = g • x
      rw [smul_smul, inv_mul_cancel_right, mul_smul, p.2]⟩
  refine Nat.card_le_card_of_injective c ?_
  intro p q h
  have h' : g * p.1.1 * g⁻¹ = g * q.1.1 * g⁻¹ := congrArg (fun r => (r.1.1 : G)) h
  exact Subtype.ext (Subtype.ext (mul_left_cancel (mul_right_cancel h')))
```

## One reactant structure

`MulAction.IsPretransitive G X` says that any labelled reactant can be relabelled into any other, so $X$ describes one structure and its mirror image. Applying the previous inequality in both directions gives the same $s_X$ for all of $X$.

```lean
/-- All labelled versions of one structure have the same symmetry number. -/
theorem symNumber_eq [Finite G] [MulAction.IsPretransitive G X] (P : Subgroup G)
    (hP : P.Normal) (x z : X) : symNumber P x = symNumber P z := by
  obtain ⟨g, hg⟩ := MulAction.exists_smul_eq G x z
  obtain ⟨k, hk⟩ := MulAction.exists_smul_eq G z x
  have h1 := symNumber_le_smul P hP g x
  have h2 := symNumber_le_smul P hP k z
  rw [hg] at h1
  rw [hk] at h2
  exact le_antisymm h1 h2
```

Now count the pairs $(p,z)$ with $p\in P$, $z\in X$ and $pz=z$. Summing over $z$ gives $|X|s_X$. A $P$-orbit has $|P|/s_X$ members with $s_X$ symmetries each, so it contributes $|P|$ pairs, and
$$|X|\,s_X=n_X\,|P|.$$
In the proof, `e` exchanges the two orders of counting, and Mathlib's orbit-counting equivalence supplies the right-hand side.

If $X$ mixed two species, fibres could differ in size. With a trivial group, two reactants and one transition state, the fibres have 1 and 0 elements, while the formula gives $1/2$.

```lean
/-- The number of labelled structures times the symmetry number equals the isomer number times
the order of `P`. -/
theorem card_mul_symNumber [Finite G] [MulAction.IsPretransitive G X] (P : Subgroup G)
    (hP : P.Normal) (x : X) :
    Nat.card X * symNumber P x = isomers P X * Nat.card P := by
  have : Finite X := Finite.of_surjective (fun g : G => g • x) (MulAction.exists_smul_eq G x)
  have := Fintype.ofFinite X
  -- count pairs (operation, fixed structure) in two ways
  let e : (Σ p : P, MulAction.fixedBy X p) ≃ (Σ z : X, {p : P // (p : G) • z = z}) :=
    { toFun := fun a => ⟨a.2.1, a.1, a.2.2⟩
      invFun := fun a => ⟨a.2.1, a.1, a.2.2⟩
      left_inv := fun _ => rfl
      right_inv := fun _ => rfl }
  have h1 := Nat.card_congr (e.symm.trans (MulAction.sigmaFixedByEquivOrbitsProdGroup P X))
  rw [Nat.card_sigma, Nat.card_prod] at h1
  have h2 : ∑ z : X, Nat.card {p : P // (p : G) • z = z} = Nat.card X * symNumber P x :=
    calc _ = ∑ _z : X, symNumber P x := Finset.sum_congr rfl fun z _ => symNumber_eq P hP z x
      _ = _ := by simp [Nat.card_eq_fintype_card]
  exact h2.symm.trans h1
```

## Relabelling commutes with following the path

The hypothesis `hf` states $f(gy)=g\,f(y)$: relabelling the transition state relabels its reactant in the same way. If $ga=b$, then $g$ maps the fibre over $a$ injectively into the fibre over $b$. Exchanging $a$ and $b$ shows that all fibres are equally large, so $d\,|X|=|Y|$. The inequality `hle` is this argument, and the sum over fibres finishes it.

The condition is physically restrictive. A symmetry of the transition state must also fix its reactant, so it fails if a symmetry exchanges reactant and product labellings that are distinct members of $X$.

```lean
/-- The path degeneracy times the number of labelled reactants is the number of labelled
transition states. -/
theorem pathDegeneracy_mul_card [Finite X] [Finite Y] [MulAction.IsPretransitive G X]
    (f : Y → X) (hf : ∀ (g : G) (y : Y), f (g • y) = g • f y) (x : X) :
    pathDegeneracy f x * Nat.card X = Nat.card Y := by
  have := Fintype.ofFinite X
  -- relabelling maps one fibre injectively into any other
  have hle : ∀ a b : X, pathDegeneracy f a ≤ pathDegeneracy f b := by
    intro a b
    obtain ⟨g, hg⟩ := MulAction.exists_smul_eq G a b
    let c : {y : Y // f y = a} → {y : Y // f y = b} := fun y =>
      ⟨g • y.1, by rw [hf, y.2, hg]⟩
    refine Nat.card_le_card_of_injective c ?_
    intro y z h
    have h' : g • y.1 = g • z.1 := congrArg Subtype.val h
    exact Subtype.ext (MulAction.injective g h')
  have h1 := Nat.card_congr (Equiv.sigmaFiberEquiv f)
  rw [Nat.card_sigma] at h1
  have h2 : ∑ z : X, Nat.card {y : Y // f y = z} = pathDegeneracy f x * Nat.card X :=
    calc _ = ∑ _z : X, pathDegeneracy f x :=
          Finset.sum_congr rfl fun z _ => le_antisymm (hle z x) (hle x z)
      _ = _ := by simp [Nat.card_eq_fintype_card, mul_comm]
  exact h2.symm.trans h1
```

## One transition-state structure

Transitivity on $Y$ gives $|Y|\,s_Y=n_Y\,|P|$ by the same count. Therefore
$$d=\frac{|Y|}{|X|}=\frac{n_Y|P|/s_Y}{n_X|P|/s_X}=\frac{s_Xn_Y}{s_Yn_X}.$$

The theorem states this equality in the rational numbers for every `x` and `y`; `y` need not lie above `x`. Its proof establishes the cross-multiplied form `key` in natural numbers, then divides by a denominator shown to be nonzero. In the smallest case, a trivial group, $X$ and $Y$ have one element each and $d=1$.

If $Y$ contained two kinds of transition state, $s_Y$ could differ between them; the theorem can then be applied to each kind separately.

```lean
/-- Path degeneracy: each labelled reactant has `s_X n_Y / (s_Y n_X)` labelled transition states,
with `s` the symmetry numbers and `n` the isomer numbers. -/
theorem path_degeneracy [Finite G] [MulAction.IsPretransitive G X]
    [MulAction.IsPretransitive G Y] (P : Subgroup G) (hP : P.Normal)
    (f : Y → X) (hf : ∀ (g : G) (y : Y), f (g • y) = g • f y) (x : X) (y : Y) :
    (pathDegeneracy f x : ℚ) =
      (symNumber P x * isomers P Y) / (symNumber P y * isomers P X) := by
  have : Finite X := Finite.of_surjective (fun g : G => g • x) (MulAction.exists_smul_eq G x)
  have : Finite Y := Finite.of_surjective (fun g : G => g • y) (MulAction.exists_smul_eq G y)
  have : Nonempty X := ⟨x⟩
  have hX := card_mul_symNumber P hP x
  have hY := card_mul_symNumber P hP y
  have hF := pathDegeneracy_mul_card f hf x
  have hsx : 0 < symNumber P x := by
    have : Nonempty {p : P // (p : G) • x = x} := ⟨⟨1, by simp⟩⟩
    exact Nat.card_pos
  have hsy : 0 < symNumber P y := by
    have : Nonempty {p : P // (p : G) • y = y} := ⟨⟨1, by simp⟩⟩
    exact Nat.card_pos
  have hn : 0 < isomers P X := by
    refine Nat.pos_of_ne_zero fun h0 => ?_
    rw [h0, zero_mul] at hX
    exact (Nat.mul_pos Nat.card_pos hsx).ne' hX
  have hp : 0 < Nat.card P := Nat.card_pos
  -- eliminate the numbers of labelled structures and the order of `P`
  have key : pathDegeneracy f x * (symNumber P y * isomers P X)
      = symNumber P x * isomers P Y := by
    apply Nat.eq_of_mul_eq_mul_right hp
    calc pathDegeneracy f x * (symNumber P y * isomers P X) * Nat.card P
        = pathDegeneracy f x * symNumber P y * (isomers P X * Nat.card P) := by ring
      _ = pathDegeneracy f x * symNumber P y * (Nat.card X * symNumber P x) := by rw [hX]
      _ = (pathDegeneracy f x * Nat.card X) * symNumber P y * symNumber P x := by ring
      _ = (isomers P Y * Nat.card P) * symNumber P x := by rw [hF, hY]
      _ = symNumber P x * isomers P Y * Nat.card P := by ring
  have hne : ((symNumber P y : ℚ) * isomers P X) ≠ 0 := by
    exact_mod_cast (Nat.mul_pos hsy hn).ne'
  rw [eq_div_iff hne]
  exact_mod_cast key
```

## Half of the operations are proper

`P.index = 2` expresses that operations come with and without inversion in equal numbers. It implies normality, and together with transitivity it makes $n$ equal to 1 or 2, depending on chirality.

Suppose $g\notin P$ fixes $x$. Any $z$ equals $kx$ for some $k\in G$. Either $k\in P$, or $kg\in P$ and $kgx=z$; hence $n=1$. If no such $g$ exists, choose $t\notin P$. The structures $x$ and $tx$ lie in different orbits, since $ptx=x$ with $p\in P$ would make $pt\notin P$ a symmetry of $x$. Every $kx$ with $k\notin P$ equals $(kt^{-1})(tx)$ with $kt^{-1}\in P$, so $n=2$.

For $P=G$ this fails: nothing is achiral by the definition, yet $n=1$.

```lean
/-- A subgroup of index two is normal. -/
theorem normal_of_index_two (P : Subgroup G) (hP : P.index = 2) : P.Normal :=
  ⟨fun n hn g => by simp [Subgroup.mul_mem_iff_of_index_two hP, hn]⟩

/-- For `P` of index two, the isomer number is 1 if the structure is achiral and 2 if it is not. -/
theorem isomers_of_index_two [MulAction.IsPretransitive G X] (P : Subgroup G)
    (hP : P.index = 2) (x : X) :
    (IsAchiral P x → isomers P X = 1) ∧ (¬ IsAchiral P x → isomers P X = 2) := by
  have hq : ∀ a b : X, Quotient.mk (MulAction.orbitRel P X) a = Quotient.mk _ b ↔
      ∃ p ∈ P, p • b = a := by
    intro a b
    rw [Quotient.eq, MulAction.orbitRel_apply, MulAction.mem_orbit_iff]
    exact ⟨fun ⟨p, hp⟩ => ⟨p.1, p.2, hp⟩, fun ⟨p, h, hp⟩ => ⟨⟨p, h⟩, hp⟩⟩
  constructor
  · rintro ⟨g, hg, hgx⟩
    refine Nat.card_eq_one_iff_exists.2 ⟨Quotient.mk _ x, fun z => ?_⟩
    induction z using Quotient.inductionOn with
    | h z =>
      obtain ⟨k, rfl⟩ := MulAction.exists_smul_eq G x z
      by_cases hk : k ∈ P
      · exact (hq _ _).2 ⟨k, hk, rfl⟩
      · -- an improper relabelling becomes proper after the improper symmetry
        exact (hq _ _).2 ⟨k * g, (Subgroup.mul_mem_iff_of_index_two hP).2
          (iff_of_false hk hg), by rw [mul_smul, hgx]⟩
  · intro hx
    have ht : ∃ t : G, t ∉ P := by
      by_contra! h
      have hT : P = ⊤ := (Subgroup.eq_top_iff' P).2 h
      rw [hT, Subgroup.index_top] at hP
      exact absurd hP (by norm_num)
    obtain ⟨t, ht⟩ := ht
    -- the two classes are those of `x` and of its mirror image `t • x`
    refine Nat.card_eq_two_iff.2 ⟨Quotient.mk _ x, Quotient.mk _ (t • x), ?_, ?_⟩
    · intro h
      obtain ⟨p, hp, hpx⟩ := (hq _ _).1 h
      refine hx ⟨p * t, fun hm => ht ?_, by rw [mul_smul, hpx]⟩
      exact ((Subgroup.mul_mem_iff_of_index_two hP).1 hm).1 hp
    · refine Set.eq_univ_of_forall fun z => ?_
      induction z using Quotient.inductionOn with
      | h z =>
        obtain ⟨k, rfl⟩ := MulAction.exists_smul_eq G x z
        by_cases hk : k ∈ P
        · exact Or.inl ((hq _ _).2 ⟨k, hk, rfl⟩)
        · refine Or.inr ((hq _ _).2 ⟨k * t⁻¹, (Subgroup.mul_mem_iff_of_index_two hP).2
            (iff_of_false hk fun h => ht (P.inv_mem_iff.1 h)), ?_⟩)
          rw [smul_smul, inv_mul_cancel_right]
```

An achiral transition state has an achiral reactant by equivariance, so $d=s_X/s_Y$. A chiral transition state reached from an achiral reactant has $d=2s_X/s_Y$, which gives 2 for CH₂FCl. If the reactant is chiral too, $n_X=n_Y=2$ and the factor 2 cancels.

```lean
/-- For `P` of index two, an achiral transition state has path degeneracy `s_X / s_Y`; a chiral
one reached from an achiral reactant has `2 s_X / s_Y`. -/
theorem path_degeneracy_chirality [Finite G] [MulAction.IsPretransitive G X]
    [MulAction.IsPretransitive G Y] (P : Subgroup G) (hP : P.index = 2)
    (f : Y → X) (hf : ∀ (g : G) (y : Y), f (g • y) = g • f y) (x : X) (y : Y) :
    (IsAchiral P y → (pathDegeneracy f x : ℚ) = symNumber P x / symNumber P y) ∧
    (IsAchiral P x → ¬ IsAchiral P y →
      (pathDegeneracy f x : ℚ) = 2 * symNumber P x / symNumber P y) := by
  have h := path_degeneracy P (normal_of_index_two P hP) f hf x y
  constructor
  · intro hy
    -- an improper symmetry of the transition state is one of its reactant
    have hx : IsAchiral P (f y) := by
      obtain ⟨g, hg, hgy⟩ := hy
      exact ⟨g, hg, by rw [← hf, hgy]⟩
    rw [h, (isomers_of_index_two P hP y).1 hy, (isomers_of_index_two P hP (f y)).1 hx]
    simp
  · intro hx hy
    rw [h, (isomers_of_index_two P hP y).2 hy, (isomers_of_index_two P hP x).1 hx]
    simp [mul_comm]
```

## Methane in numbers

Labelled methane has two forms, `hand` $=\pm1$, and the transition state adds the abstracted hydrogen, `site`. The model assumes that the transition state has a threefold axis through this hydrogen; a bent one would have more labelled forms. The attacking atom is of another element, so it is not permuted. Here $|X|=2$, $|Y|=8$ and $|P|=24$. The 12 even permutations fix a labelled methane, and the 3 even permutations that keep `site` in place fix a transition state. Both isomer numbers are 1, so $d=12/3=4$.

`methane_witness` verifies the index, both transitivity conditions and equivariance, and obtains 4 by matching each fibre with the four sites.

In conventional transition-state theory, for rigid structures that meet the hypotheses of the theorem and a reaction of one molecule or of two different ones, $d$ multiplies a rate constant computed with rotational partition functions that leave out the symmetry numbers. If these functions already contain the symmetry numbers, only the factor $n_Y/n_X$ remains to be applied. The theorems concern the count $d$ and not the rate constant itself.

```lean
/-- Methane with four labelled hydrogens, described by its handedness. -/
@[ext] structure Methane where
  hand : ℤˣ

/-- Transition state for abstraction of the hydrogen `site` from labelled methane. -/
@[ext] structure MethaneTS where
  site : Fin 4
  hand : ℤˣ

/-- Permutations of four hydrogens, combined with inversion. -/
abbrev PermInv := Equiv.Perm (Fin 4) × ℤˣ

/-- Odd permutations and inversion each reverse the handedness of labelled methane. -/
instance : MulAction PermInv Methane where
  smul g x := ⟨Equiv.Perm.sign g.1 * g.2 * x.hand⟩
  one_smul x := Methane.ext (by
    show Equiv.Perm.sign (1 : Equiv.Perm (Fin 4)) * (1 : ℤˣ) * x.hand = x.hand
    simp)
  mul_smul g k x := Methane.ext (by
    show Equiv.Perm.sign (g.1 * k.1) * (g.2 * k.2) * x.hand =
      Equiv.Perm.sign g.1 * g.2 * (Equiv.Perm.sign k.1 * k.2 * x.hand)
    rw [map_mul]
    ac_rfl)

/-- Permutations also move the abstracted hydrogen of the transition state. -/
instance : MulAction PermInv MethaneTS where
  smul g y := ⟨g.1 y.site, Equiv.Perm.sign g.1 * g.2 * y.hand⟩
  one_smul y := MethaneTS.ext rfl (by
    show Equiv.Perm.sign (1 : Equiv.Perm (Fin 4)) * (1 : ℤˣ) * y.hand = y.hand
    simp)
  mul_smul g k y := MethaneTS.ext rfl (by
    show Equiv.Perm.sign (g.1 * k.1) * (g.2 * k.2) * y.hand =
      Equiv.Perm.sign g.1 * g.2 * (Equiv.Perm.sign k.1 * k.2 * y.hand)
    rw [map_mul]
    ac_rfl)

/-- The labelled methane from which a transition state is reached. -/
def toMethane (y : MethaneTS) : Methane := ⟨y.hand⟩

/-- Hydrogen abstraction from methane meets the hypotheses, with the permutations without
inversion as `P`, and its path degeneracy is 4. -/
theorem methane_witness :
    (MonoidHom.snd (Equiv.Perm (Fin 4)) ℤˣ).ker.index = 2 ∧
    MulAction.IsPretransitive PermInv Methane ∧
    MulAction.IsPretransitive PermInv MethaneTS ∧
    (∀ (g : PermInv) (y : MethaneTS), toMethane (g • y) = g • toMethane y) ∧
    ∀ x : Methane, pathDegeneracy toMethane x = 4 := by
  refine ⟨?_, ⟨fun a b => ?_⟩, ⟨fun a b => ?_⟩, fun _ _ => rfl, fun x => ?_⟩
  · have hs : Function.Surjective (MonoidHom.snd (Equiv.Perm (Fin 4)) ℤˣ) :=
      fun u => ⟨(1, u), rfl⟩
    rw [Subgroup.index_ker, MonoidHom.range_eq_top.2 hs, Subgroup.card_top,
      Nat.card_eq_fintype_card]
    rfl
  · refine ⟨(1, b.hand * a.hand⁻¹), Methane.ext ?_⟩
    show Equiv.Perm.sign (1 : Equiv.Perm (Fin 4)) * (b.hand * a.hand⁻¹) * a.hand = b.hand
    rw [map_one, one_mul, inv_mul_cancel_right]
  · refine ⟨(Equiv.swap a.site b.site,
      (Equiv.Perm.sign (Equiv.swap a.site b.site))⁻¹ * (b.hand * a.hand⁻¹)),
      MethaneTS.ext (Equiv.swap_apply_left a.site b.site) ?_⟩
    show Equiv.Perm.sign (Equiv.swap a.site b.site) *
      ((Equiv.Perm.sign (Equiv.swap a.site b.site))⁻¹ * (b.hand * a.hand⁻¹)) * a.hand = b.hand
    rw [mul_inv_cancel_left, inv_mul_cancel_right]
  · -- a transition state above `x` is fixed by the choice of hydrogen
    let e : {y : MethaneTS // toMethane y = x} ≃ Fin 4 :=
      { toFun := fun y => y.1.site
        invFun := fun i => ⟨⟨i, x.hand⟩, rfl⟩
        left_inv := by
          rintro ⟨⟨i, a⟩, rfl⟩
          rfl
        right_inv := fun _ => rfl }
    have h := Nat.card_congr e
    rw [Nat.card_eq_fintype_card (α := Fin 4), Fintype.card_fin] at h
    exact h

end

end PathDegeneracy
```

```lean
#print axioms PathDegeneracy.path_degeneracy
#print axioms PathDegeneracy.path_degeneracy_chirality
```

```
'PathDegeneracy.path_degeneracy' depends on axioms: [propext, Classical.choice, Quot.sound]
'PathDegeneracy.path_degeneracy_chirality' depends on axioms: [propext, Classical.choice, Quot.sound]
```
